# Every nonzero hopping between two orbitals of a finite orthonormal basis has a bonding state strictly below an antibonding state

Two orbitals in a molecule or cluster are coupled by a Hamiltonian element, the hopping, but the eigenstates usually spread over many other orbitals too. A crystal orbital Hamilton population (COHP) analysis asks what each eigenstate contributes to the interaction of that one pair. In a dimer of two coupled orthonormal orbitals the answer is familiar: one bonding level and, above it, one antibonding level. Does anything of this picture survive when the pair is embedded in a larger system?

## Orbitals, eigenstates and the sign of the COHP

Take a finite set of orthonormal orbitals, labelled by \(m,n,i,j\), and a one-particle Hamiltonian matrix \(H\). Its eigenstates, labelled by \(k,l\), are the columns of a matrix \(U\), so \(U_{mk}\) is the coefficient of orbital \(m\) in state \(k\). The real energies are \(e_k\). In Lean one finite index type `ι` labels both orbitals and eigenstates, since there are equally many of each.

```lean
import Mathlib

open Matrix

noncomputable section

namespace StateResolvedCOHP

variable {ι : Type*} [Fintype ι] [DecidableEq ι]
```

The energy of state \(k\) is \(e_k=\sum_{m,n}\overline{U_{mk}}H_{mn}U_{nk}\). The COHP is the real part of one term of this sum,
\[
g_k=\operatorname{Re}\bigl(H_{mn}\overline{U_{mk}}U_{nk}\bigr),
\]
which for real \(H\) and \(U\) is \(H_{mn}U_{mk}U_{nk}\). A negative value lowers the energy of the state and is called bonding; a positive value is antibonding. The terms \((m,n)\) and \((n,m)\) are counted separately, so for \(m\ne n\) the pair contributes \(2g_k\) to \(e_k\). Here the name COHP is used for the value of a single state; a plotted COHP curve collects such values as a function of energy, often with the opposite sign.

```lean
/-- The COHP of eigenstate `k` between orbitals `m` and `n`: the real part of the product of `H m
n`, the conjugated coefficient of `m` and the coefficient of `n`. -/
def cohp (H U : Matrix ι ι ℂ) (m n k : ι) : ℝ :=
  (H m n * (star (U m k) * U n k)).re
```

The structure `IsEigensystem H U e` records the two facts used below, \(UU^\dagger=1\) and \(H=U\,\mathrm{diag}(e)\,U^\dagger\). Here `star` is complex conjugation and `Uᴴ` is \(U^\dagger\). Because \(U\) is square, the first condition makes it unitary. The eigensystem is assumed as given; every finite Hermitian matrix has one by the spectral theorem. Real symmetric matrices with real \(U\) are included.

```lean
/-- `H` has the orthonormal eigenstates given by the columns of `U`, with real
energies `e`. -/
structure IsEigensystem (H U : Matrix ι ι ℂ) (e : ι → ℝ) : Prop where
  orthonormal : U * Uᴴ = 1
  spectral : H = U * diagonal (fun k => (e k : ℂ)) * Uᴴ
```

## (a) The Hamiltonian element as a sum over states

**Task.** Express \(H_{ij}\) through the energies and orbital coefficients.

**Solution.** Multiply out the spectral form. The diagonal matrix scales column \(k\) of \(U\) by \(e_k\), and \((U^\dagger)_{kj}=\overline{U_{jk}}\), so
\[
H_{ij}=\sum_k e_k\,U_{ik}\overline{U_{jk}}.
\]
The Lean proof expands the same product and compares the sums term by term; `ring` reorders the factors.

```lean
/-- Each Hamiltonian element `H i j` is the energy-weighted sum over the eigenstates of the
coefficient of `i` times the conjugated coefficient of `j`. -/
theorem hamiltonian_apply {H U : Matrix ι ι ℂ} {e : ι → ℝ}
    (h : IsEigensystem H U e) (i j : ι) :
    H i j = ∑ k, (e k : ℂ) * (U i k * star (U j k)) := by
  rw [h.spectral, Matrix.mul_apply]
  refine Finset.sum_congr rfl fun k _ => ?_
  rw [Matrix.mul_diagonal, Matrix.conjTranspose_apply]
  ring
```

## (b) The COHP of two different orbitals sums to zero

**Task.** Show that \(\sum_k g_k=0\) when \(m\ne n\).

**Solution.** The element \(H_{mn}\) does not depend on \(k\), so it comes out of the sum:
\[
\sum_k g_k=\operatorname{Re}\Bigl(H_{mn}\sum_k U_{nk}\overline{U_{mk}}\Bigr)
=\operatorname{Re}\bigl(H_{mn}(UU^\dagger)_{nm}\bigr)=0,
\]
because different rows of \(U\) are orthogonal. If every eigenstate has the same occupation, the pair therefore has no net COHP.

The condition \(m\ne n\) matters already for a single orbital with \(H=(1)\) and \(U=(1)\): taking \(m=n\) gives the single value \(g=1\), with no bonding state to balance it. Two orbitals are the smallest system to which the statement applies.

In Lean, `h1` is the rewriting as a matrix element of \(UU^\dagger\), and `Matrix.one_apply_ne` supplies the zero off the diagonal.

```lean
/-- Summed over all eigenstates, the COHP between two different orbitals vanishes. -/
theorem sum_cohp_eq_zero {H U : Matrix ι ι ℂ} {e : ι → ℝ}
    (h : IsEigensystem H U e) {m n : ι} (hmn : m ≠ n) :
    ∑ k, cohp H U m n k = 0 := by
  have h1 : ∑ k, cohp H U m n k = (H m n * (U * Uᴴ) n m).re := by
    rw [Matrix.mul_apply, Finset.mul_sum, Complex.re_sum]
    refine Finset.sum_congr rfl fun k _ => ?_
    rw [cohp, Matrix.conjTranspose_apply, mul_comm (star (U m k))]
  -- different rows of the coefficient matrix are orthogonal
  rw [h1, h.orthonormal, Matrix.one_apply_ne hmn.symm, mul_zero, Complex.zero_re]
```

## (c) The energy-weighted sum is the squared hopping

**Task.** Show that \(\sum_k e_kg_k=|H_{mn}|^2\).

**Solution.** Since \(e_k\) is real, it can be moved inside the real part. Part (a) with \(i=n\), \(j=m\) then gives
\[
\sum_k e_kg_k=\operatorname{Re}\Bigl(H_{mn}\sum_k e_kU_{nk}\overline{U_{mk}}\Bigr)
=\operatorname{Re}(H_{mn}H_{nm}).
\]
Conjugating the formula of part (a) shows that \(H_{nm}=\overline{H_{mn}}\), so the product is \(|H_{mn}|^2\). In the real symmetric case this is \(H_{mn}^2\).

The steps `h1` and `h2` are these two observations. Hermiticity is derived from the spectral form with real energies and is not a separate hypothesis. The identity also holds for \(m=n\).

For a finite, orthonormal one-particle model, (b) and (c) give two checks on computed COHP values, provided that all eigenstates are included.

```lean
/-- The energy-weighted sum of the COHP is the squared modulus of the hopping. -/
theorem sum_energy_mul_cohp {H U : Matrix ι ι ℂ} {e : ι → ℝ}
    (h : IsEigensystem H U e) (m n : ι) :
    ∑ k, e k * cohp H U m n k = ‖H m n‖ ^ 2 := by
  have h1 : ∑ k, e k * cohp H U m n k
      = (H m n * ∑ k, (e k : ℂ) * (U n k * star (U m k))).re := by
    rw [Finset.mul_sum, Complex.re_sum]
    refine Finset.sum_congr rfl fun k _ => ?_
    rw [cohp, ← Complex.re_ofReal_mul]
    congr 1
    ring
  -- the spectral form makes the Hamiltonian Hermitian
  have h2 : H n m = star (H m n) := by
    rw [hamiltonian_apply h n m, hamiltonian_apply h m n, star_sum]
    refine Finset.sum_congr rfl fun k _ => ?_
    simp only [star_mul, Complex.star_def, starRingEnd_self_apply, Complex.conj_ofReal]
    ring
  rw [h1, ← hamiltonian_apply h n m, h2, Complex.star_def, Complex.mul_conj,
    Complex.ofReal_re, Complex.normSq_eq_norm_sq]
```

## (d) Zero sum and positive first moment force an ordered pair of signs

**Task.** Let real weights \(g_k\) on levels \(e_k\) satisfy \(\sum_kg_k=0\) and \(\sum_ke_kg_k>0\). Show that there are levels \(k,l\) with \(g_k<0<g_l\) and \(e_k<e_l\).

**Solution.** Suppose there is no such pair. Some weight must be positive: otherwise all weights are nonpositive with zero sum, hence all zero, and the first moment vanishes.

Among the levels of positive weight, let \(t\) be one of highest energy. Because the weights sum to zero, shifting the energy origin to \(e_t\) changes nothing:
\[
\sum_k(e_k-e_t)g_k=\sum_ke_kg_k>0.
\]
Now look at each term on the left.

- If \(g_k<0\), the supposition gives \(e_k\ge e_t\), so the term is at most zero.
- If \(g_k=0\), the term is zero.
- If \(g_k>0\), the choice of \(t\) gives \(e_k\le e_t\), so the term is again at most zero.

The sum is then at most zero, a contradiction.

In the code `hord` is the consequence of the supposition, `Finset.exists_max_image` selects \(t\), `hshift` moves the origin, and `lt_trichotomy` splits the three cases.

```lean
omit [DecidableEq ι] in
/-- A weight on energy levels with zero sum and positive first moment is negative at
some level and positive at a strictly higher one. -/
theorem exists_neg_below_pos (e g : ι → ℝ) (h0 : ∑ k, g k = 0)
    (h1 : 0 < ∑ k, e k * g k) : ∃ k l, g k < 0 ∧ 0 < g l ∧ e k < e l := by
  by_contra hcon
  have hord : ∀ k l, g k < 0 → 0 < g l → e l ≤ e k := fun k l hk hl =>
    le_of_not_gt fun hlt => hcon ⟨k, l, hk, hl, hlt⟩
  have hpos : ∃ l, 0 < g l := by
    by_contra hno
    have hle : ∀ k ∈ Finset.univ, g k ≤ 0 := fun k _ =>
      le_of_not_gt fun hk => hno ⟨k, hk⟩
    have hz := (Finset.sum_eq_zero_iff_of_nonpos hle).mp h0
    have hs : ∑ k, e k * g k = 0 :=
      Finset.sum_eq_zero fun k hk => by rw [hz k hk, mul_zero]
    linarith
  obtain ⟨l, hl⟩ := hpos
  -- measure energies from the highest level of positive weight
  obtain ⟨t, ht, hmax⟩ := Finset.exists_max_image
    (Finset.univ.filter fun k => 0 < g k) e ⟨l, by simp [hl]⟩
  have htp : 0 < g t := (Finset.mem_filter.mp ht).2
  have hshift : ∑ k, (e k - e t) * g k = ∑ k, e k * g k := by
    simp only [sub_mul, Finset.sum_sub_distrib, ← Finset.mul_sum, h0, mul_zero, sub_zero]
  have hle : ∑ k, (e k - e t) * g k ≤ 0 := by
    refine Finset.sum_nonpos fun k _ => ?_
    rcases lt_trichotomy (g k) 0 with hk | hk | hk
    · exact mul_nonpos_of_nonneg_of_nonpos (sub_nonneg.mpr (hord k t hk htp)) hk.le
    · rw [hk, mul_zero]
    · have hkt : e k ≤ e t := hmax k (Finset.mem_filter.mpr ⟨Finset.mem_univ k, hk⟩)
      exact mul_nonpos_of_nonpos_of_nonneg (sub_nonpos.mpr hkt) hk.le
  linarith
```

## (e) A bonding state lies strictly below an antibonding state

**Task.** Let \(m\ne n\) and \(H_{mn}\ne0\). Show that some state with \(g_k<0\) lies strictly below some state with \(g_l>0\).

**Solution.** By (b) the COHP values sum to zero. By (c) their first moment is \(|H_{mn}|^2>0\). Part (d) supplies the two states. The Lean proof makes the same three references.

The conclusion concerns one pair of states and does not place every bonding state below every antibonding one. It holds for any choice of orthonormal eigenstates within a degenerate level, although the individual \(g_k\) may depend on that choice. If \(H_{mn}=0\), all \(g_k\) vanish and there is neither kind of state.

Orthonormality of the orbitals is essential to the ordering. Consider two normalised orbitals with overlap \(s=\tfrac12\), both on-site elements equal to \(-4\), and \(H_{12}=-1\), in some energy unit. The normalised in-phase state has coefficients \(1/\sqrt{2(1+s)}\), energy \(-5/(1+s)=-\tfrac{10}{3}\) and COHP \(-\tfrac13\). The out-of-phase state has coefficients \(\pm1/\sqrt{2(1-s)}\), energy \(-3/(1-s)=-6\) and COHP \(+1\). The sum is \(\tfrac23\), not zero, and the only state with negative COHP is the upper one.

```lean
/-- For any nonzero hopping between two different orbitals there is a bonding state
(negative COHP) strictly below an antibonding state (positive COHP). -/
theorem exists_bonding_below_antibonding {H U : Matrix ι ι ℂ} {e : ι → ℝ}
    (h : IsEigensystem H U e) {m n : ι} (hmn : m ≠ n) (hop : H m n ≠ 0) :
    ∃ k l, cohp H U m n k < 0 ∧ 0 < cohp H U m n l ∧ e k < e l := by
  refine exists_neg_below_pos e (cohp H U m n) (sum_cohp_eq_zero h hmn) ?_
  rw [sum_energy_mul_cohp h]
  exact pow_pos (norm_pos_iff.mpr hop) 2
```

## (f) The hopping limits the total absolute COHP

**Task.** Show that \(\sum_k|g_k|\le|H_{mn}|\).

**Solution.** The real part is bounded by the modulus, and \(2xy\le x^2+y^2\), so
\[
|g_k|\le|H_{mn}|\,|U_{mk}|\,|U_{nk}|
\le\frac{|H_{mn}|}{2}\bigl(|U_{mk}|^2+|U_{nk}|^2\bigr).
\]
Each row of \(U\) is normalised, \(\sum_k|U_{ik}|^2=1\), which says that orbital \(i\) is shared out completely among the eigenstates. Summing over \(k\) gives \(\tfrac12|H_{mn}|(1+1)=|H_{mn}|\).

The row normalisation is `hrow`, read off from the diagonal of \(UU^\dagger=1\). The inequality for each state is closed by `nlinarith` from the square \((|U_{mk}|-|U_{nk}|)^2\ge0\).

```lean
/-- The absolute COHP values of all eigenstates add up to at most the modulus of the
hopping. -/
theorem sum_abs_cohp_le {H U : Matrix ι ι ℂ} {e : ι → ℝ}
    (h : IsEigensystem H U e) (m n : ι) :
    ∑ k, |cohp H U m n k| ≤ ‖H m n‖ := by
  -- every orbital is shared out completely among the eigenstates
  have hrow : ∀ i, ∑ k, ‖U i k‖ ^ 2 = 1 := by
    intro i
    have h1 : ∑ k, ‖U i k‖ ^ 2 = ((U * Uᴴ) i i).re := by
      rw [Matrix.mul_apply, Complex.re_sum]
      refine Finset.sum_congr rfl fun k _ => ?_
      rw [Matrix.conjTranspose_apply, Complex.star_def, Complex.mul_conj,
        Complex.ofReal_re, Complex.normSq_eq_norm_sq]
    rw [h1, h.orthonormal, Matrix.one_apply_eq, Complex.one_re]
  calc ∑ k, |cohp H U m n k|
      ≤ ∑ k, ‖H m n‖ / 2 * (‖U m k‖ ^ 2 + ‖U n k‖ ^ 2) := by
        refine Finset.sum_le_sum fun k _ => ?_
        have h1 : |cohp H U m n k| ≤ ‖H m n‖ * (‖U m k‖ * ‖U n k‖) := by
          have h2 := Complex.abs_re_le_norm (H m n * (star (U m k) * U n k))
          rwa [norm_mul, norm_mul, norm_star] at h2
        nlinarith [mul_nonneg (norm_nonneg (H m n)) (sq_nonneg (‖U m k‖ - ‖U n k‖))]
    _ = ‖H m n‖ := by
        rw [← Finset.mul_sum, Finset.sum_add_distrib, hrow, hrow]
        ring
```

## (g) The spread of the levels bounds the hopping

**Task.** Suppose all levels satisfy \(|e_k-c|\le W\) for some energy \(c\). Show that \(|H_{mn}|\le W\) for \(m\ne n\).

**Solution.** By (b), energies may be measured from \(c\) in (c). With (f) this gives
\[
|H_{mn}|^2=\sum_k(e_k-c)g_k\le W\sum_k|g_k|\le W|H_{mn}|.
\]
If \(H_{mn}\ne0\), divide by \(|H_{mn}|\). If \(H_{mn}=0\), the claim is \(W\ge0\), which holds because \(W\) bounds an absolute value. With \(c\) midway between the lowest and highest level, \(W\) can be taken as half the total width of the spectrum.

Lean's `h1`, `h2` and `h3` are the three relations in the display. In place of the division, the code assumes \(W<|H_{mn}|\) and reaches a contradiction from \((|H_{mn}|-W)|H_{mn}|>0\).

```lean
/-- If all levels lie within `W` of an energy `c`, the hopping between two different
orbitals has modulus at most `W`. -/
theorem hopping_le_half_width {H U : Matrix ι ι ℂ} {e : ι → ℝ}
    (h : IsEigensystem H U e) {m n : ι} (hmn : m ≠ n) {c W : ℝ}
    (hW : ∀ k, |e k - c| ≤ W) : ‖H m n‖ ≤ W := by
  have hW0 : 0 ≤ W := (abs_nonneg _).trans (hW m)
  have h1 : ‖H m n‖ ^ 2 = ∑ k, (e k - c) * cohp H U m n k := by
    simp only [sub_mul, Finset.sum_sub_distrib, ← Finset.mul_sum,
      sum_cohp_eq_zero h hmn, sum_energy_mul_cohp h, mul_zero, sub_zero]
  have h2 : ∑ k, (e k - c) * cohp H U m n k ≤ W * ∑ k, |cohp H U m n k| := by
    rw [Finset.mul_sum]
    refine Finset.sum_le_sum fun k _ => (le_abs_self _).trans ?_
    rw [abs_mul]
    exact mul_le_mul_of_nonneg_right (hW k) (abs_nonneg _)
  have h3 := mul_le_mul_of_nonneg_left (sum_abs_cohp_le h m n) hW0
  by_contra hlt
  have hlt' : W < ‖H m n‖ := lt_of_not_ge hlt
  nlinarith [mul_pos (sub_pos.mpr hlt') (hW0.trans_lt hlt')]
```

## (h) The symmetric dimer, the smallest case

**Task.** Find the eigenstates and COHP values of two orbitals with equal on-site energy \(a\) and real hopping \(b\).

**Solution.** Number orbitals and states 0 and 1, as Lean does. The matrix is
\[
H=\begin{pmatrix}a&b\\b&a\end{pmatrix}.
\]

```lean
/-- The symmetric dimer with on-site energy `a` and hopping `b`. -/
def dimer (a b : ℝ) : Matrix (Fin 2) (Fin 2) ℂ := !![(a : ℂ), b; b, a]
```

Acting with \(H\) on \((1,1)/\sqrt2\) multiplies it by \(a+b\), and acting on \((1,-1)/\sqrt2\) multiplies it by \(a-b\). These orthonormal vectors are the columns of \(U\).

```lean
/-- The normalised in-phase and out-of-phase combinations of two orbitals. -/
def dimerStates : Matrix (Fin 2) (Fin 2) ℂ :=
  (((√2)⁻¹ : ℝ) : ℂ) • !![1, 1; 1, -1]
```

The COHP values between orbitals 0 and 1 are
\[
g_0=b\cdot\tfrac1{\sqrt2}\cdot\tfrac1{\sqrt2}=\frac b2,\qquad
g_1=b\cdot\tfrac1{\sqrt2}\cdot\Bigl(-\tfrac1{\sqrt2}\Bigr)=-\frac b2.
\]
They sum to zero, and their first moment is \((a+b)\tfrac b2-(a-b)\tfrac b2=b^2\), as (b) and (c) require. For \(b<0\) the in-phase state is bonding and lower; for \(b>0\) the out-of-phase state takes that role. The bounds in (f) and (g) are both attained, the second with \(c=a\) and \(W=|b|\).

The theorem `dimer_witness` checks the eigensystem and the two COHP values. Its step `hs` is \((1/\sqrt2)^2=\tfrac12\), and `fin_cases` compares the \(2\times2\) matrices entry by entry.

```lean
/-- The in-phase and out-of-phase states solve the dimer with energies `a + b` and
`a - b`, and their COHP values are `b / 2` and `-b / 2`. -/
theorem dimer_witness (a b : ℝ) :
    IsEigensystem (dimer a b) dimerStates ![a + b, a - b] ∧
      cohp (dimer a b) dimerStates 0 1 0 = b / 2 ∧
      cohp (dimer a b) dimerStates 0 1 1 = -b / 2 := by
  have hs : (((√2)⁻¹ : ℝ) : ℂ) * (((√2)⁻¹ : ℝ) : ℂ) = ((1 / 2 : ℝ) : ℂ) := by
    rw [← Complex.ofReal_mul, ← mul_inv, Real.mul_self_sqrt (by norm_num)]
    norm_num
  have hT : dimerStatesᴴ = dimerStates := by
    ext i j
    fin_cases i <;> fin_cases j <;> simp [dimerStates]
  have h00 : dimerStates 0 0 = (((√2)⁻¹ : ℝ) : ℂ) := by simp [dimerStates]
  have h10 : dimerStates 1 0 = (((√2)⁻¹ : ℝ) : ℂ) := by simp [dimerStates]
  have h01 : dimerStates 0 1 = (((√2)⁻¹ : ℝ) : ℂ) := by simp [dimerStates]
  have h11 : dimerStates 1 1 = -(((√2)⁻¹ : ℝ) : ℂ) := by simp [dimerStates]
  have hb : dimer a b 0 1 = (b : ℂ) := by simp [dimer]
  have hD : diagonal (fun k => ((![a + b, a - b] k : ℝ) : ℂ))
      = !![(a : ℂ) + b, 0; 0, (a : ℂ) - b] := by
    ext i j
    fin_cases i <;> fin_cases j <;> simp
  refine ⟨⟨?_, ?_⟩, ?_, ?_⟩
  · rw [hT]
    simp only [dimerStates, Matrix.smul_mul, Matrix.mul_smul, smul_smul, hs]
    ext i j
    fin_cases i <;> fin_cases j <;>
      norm_num [Matrix.mul_apply, Fin.sum_univ_succ]
  · rw [hT, hD]
    simp only [dimerStates, Matrix.smul_mul, Matrix.mul_smul, smul_smul, hs,
      Matrix.mul_fin_two]
    ext i j
    fin_cases i <;> fin_cases j <;>
      simp [dimer] <;> ring
  · rw [cohp, hb, h00, h10, Complex.star_def, Complex.conj_ofReal, hs,
      ← Complex.ofReal_mul, Complex.ofReal_re]
    ring
  · rw [cohp, hb, h01, h11, Complex.star_def, Complex.conj_ofReal, mul_neg, hs,
      ← Complex.ofReal_neg, ← Complex.ofReal_mul, Complex.ofReal_re]
    ring

end StateResolvedCOHP
```

```lean
#print axioms StateResolvedCOHP.exists_bonding_below_antibonding
#print axioms StateResolvedCOHP.hopping_le_half_width
```

```
'StateResolvedCOHP.exists_bonding_below_antibonding' depends on axioms: [propext, Classical.choice, Quot.sound]
'StateResolvedCOHP.hopping_le_half_width' depends on axioms: [propext, Classical.choice, Quot.sound]
```
